# Finite mean and infinite variance of the bare Hellmann–Feynman force for a density bounded above and away from zero on the unit ball

Lengths are scaled so that the region of interest is the open unit ball $B=\{x\in\mathbb R^3 : r<1\}$, with the nucleus at the origin and $r=\|x\|$. All integrals over $B$ use ordinary volume $d^3x$.

```lean
import Mathlib

open MeasureTheory Set Metric

namespace BareForceEstimator

noncomputable section
```

An electron position is $x=(x_0,x_1,x_2)$. Components are numbered from 0, as in Lean's `Fin 3`, and `EuclideanSpace` makes `‖x‖` the usual length $\sqrt{x_0^2+x_1^2+x_2^2}$.

```lean
/-- Positions of an electron in three-dimensional space, with the nucleus at the origin. -/
abbrev E3 := EuclideanSpace ℝ (Fin 3)
```

The estimator is component $i$ of the electron's pull on the nucleus,
$$F_i(x)=\frac{x_i}{r^3}.$$
The nuclear charge is left out, since a nonzero constant factor does not affect whether an integral converges. Lean's division by zero gives $F_i(0)=0$, which is harmless because a single point has no volume.

```lean
/-- The `i`-th Cartesian component `x_i / r^3` of the bare Hellmann-Feynman force estimator,
for an electron at `x ≠ 0`. -/
def force (i : Fin 3) (x : E3) : ℝ := x i / ‖x‖ ^ 3
```

Positions are sampled from a density $\rho$ on $B$. The measure `walkers ρ` assigns to a region $A$ the weight $\int_{A\cap B}\rho\,d^3x$ when $\rho\ge 0$ on $B$. It is a probability distribution only if $\rho$ is normalised, which is assumed where it is needed.

```lean
/-- The distribution of sampled positions: volume on the unit ball weighted by the density `ρ`,
for `ρ` nonnegative on the ball. -/
def walkers (ρ : E3 → ℝ) : Measure E3 :=
  (volume.restrict (ball 0 1)).withDensity (fun x => ENNReal.ofReal (ρ x))
```

The model has one electron and one fixed nucleus. For an electron that can also leave the ball, $\rho$ is its density conditional on being inside.

## (a) Measurability of the estimator

**Task.** Show that averages of $F_i$ are meaningful to ask for, in the sense that
$$F_i^{-1}(A)\ \text{is a Borel set for every Borel set } A\subseteq\mathbb R .$$

**Solution.** The coordinate $x\mapsto x_i$ is continuous, hence measurable, and so is $x\mapsto r^3$. A quotient of measurable real functions is measurable.

The Lean proof is the same quotient. Integrability in Lean requires measurability as well as a finite integral of the absolute value, so this result is used again in (f), (g) and (h).

```lean
/-- The force estimator is a measurable function of the electron position. -/
theorem measurable_force (i : Fin 3) : Measurable (force i) := by
  have h : Continuous (fun x : E3 => x i) := by fun_prop
  exact h.measurable.div (measurable_norm.pow_const 3)
```

## (b) A radial bound

**Task.** Bound every component by a function of $r$ alone:
$$|F_i(x)|\le \frac1{r^2}.$$

**Solution.** For $x\ne0$, $x_i^2\le x_0^2+x_1^2+x_2^2=r^2$, so $|x_i|\le r$. Dividing by $r^3>0$ gives $|F_i|\le r/r^3=1/r^2$.

Lean treats $x=0$ separately, where both sides are zero by convention. Otherwise it multiplies the inequality through by $r^3$ and uses `PiLp.norm_apply_le` for $|x_i|\le r$.

```lean
/-- Each component of the force estimator is at most `1 / r^2` in magnitude. -/
theorem abs_force_le (i : Fin 3) (x : E3) : |force i x| ≤ (‖x‖ ^ 2)⁻¹ := by
  by_cases hx : x = 0
  · simp [force, hx]
  have hr : 0 < ‖x‖ := norm_pos_iff.mpr hx
  have hi : |x i| ≤ ‖x‖ := by
    simpa [Real.norm_eq_abs] using PiLp.norm_apply_le x i
  have h3 : 0 < ‖x‖ ^ 3 := by positivity
  rw [force, abs_div, abs_of_pos h3, div_le_iff₀ h3]
  have he : (‖x‖ ^ 2)⁻¹ * ‖x‖ ^ 3 = ‖x‖ := by field_simp
  rw [he]
  exact hi
```

## (c) Reduction to one dimension

**Task.** For a radial function $f(r)$, show that
$$\int_B |f(r)|\,d^3x<\infty\iff\int_0^1 r^2|f(r)|\,dr<\infty .$$

**Solution.** In polar coordinates $d^3x=r^2\,dr\,d\Omega$. The integrand does not depend on the angles, which contribute $4\pi$:
$$\int_B|f(r)|\,d^3x=4\pi\int_0^1r^2|f(r)|\,dr .$$
Since $4\pi$ is finite and positive, both sides are finite or neither is.

Mathlib's polar-coordinate theorem `integrable_fun_norm_addHaar` concerns the whole space, so the proof first sets $f$ to zero for $r\ge1$. Step `h1` matches this cutoff to the ball, `h2` identifies the radial weight $r^{3-1}=r^2$, and `h3` identifies the remaining interval as $0<r<1$. The Lean equivalence covers measurability together with finiteness, so $f$ may be any function.

```lean
/-- Polar coordinates: a radial function `f(r)` is integrable on the unit ball exactly when
`r^2 f(r)` is integrable on `0 < r < 1`. -/
theorem radial_integrable_iff (f : ℝ → ℝ) :
    IntegrableOn (fun x : E3 => f ‖x‖) (ball 0 1) ↔
      IntegrableOn (fun r : ℝ => r ^ 2 * f r) (Ioo 0 1) := by
  have h1 : (ball (0 : E3) 1).indicator (fun x => f ‖x‖) =
      fun x => (Iio (1 : ℝ)).indicator f ‖x‖ := by
    funext x
    change (ball (0 : E3) 1).indicator (fun y => f ‖y‖) x = (Iio (1 : ℝ)).indicator f ‖x‖
    by_cases h : ‖x‖ < 1
    · have hx : x ∈ ball (0 : E3) 1 := mem_ball_zero_iff.2 h
      have hr : ‖x‖ ∈ Iio (1 : ℝ) := h
      rw [indicator_of_mem hx, indicator_of_mem hr]
    · have hx : x ∉ ball (0 : E3) 1 := fun hm => h (mem_ball_zero_iff.1 hm)
      have hr : ‖x‖ ∉ Iio (1 : ℝ) := h
      rw [indicator_of_notMem hx, indicator_of_notMem hr]
  have h2 : (fun r : ℝ => r ^ (Module.finrank ℝ E3 - 1) • (Iio (1 : ℝ)).indicator f r) =
      (Iio (1 : ℝ)).indicator (fun r => r ^ 2 * f r) := by
    have hd : Module.finrank ℝ E3 = 3 := by simp [E3]
    ext r
    rw [hd]
    by_cases h : r < 1 <;> simp [h]
  have h3 : Iio (1 : ℝ) ∩ Ioi 0 = Ioo 0 1 := by
    ext r
    simp [and_comm]
  rw [← integrable_indicator_iff measurableSet_ball, h1,
    integrable_fun_norm_addHaar (μ := (volume : Measure E3))
      (f := (Iio (1 : ℝ)).indicator f), h2]
  unfold IntegrableOn
  rw [integrable_indicator_iff measurableSet_Iio]
  unfold IntegrableOn
  rw [Measure.restrict_restrict measurableSet_Iio, h3]
```

## (d) Two inverse powers

**Task.** Show that
$$\int_B\frac{d^3x}{r^2}<\infty,\qquad \int_B\frac{d^3x}{r^4}=\infty .$$

**Solution.** By the formula in (c),
$$\int_B\frac{d^3x}{r^2}=4\pi\int_0^1dr=4\pi,$$
$$\int_B\frac{d^3x}{r^4}=4\pi\int_0^1\frac{dr}{r^2}=4\pi\lim_{\varepsilon\to0^+}\Big(\frac1\varepsilon-1\Big)=\infty .$$

In Lean the first half becomes the integrability of the constant 1 on $(0,1)$. The second half rewrites the radial integrand as $r^{-2}$ and applies the criterion that $r^s$ is integrable on $(0,1)$ exactly when $s>-1$. The theorem states integrability and its failure, not the value $4\pi$.

```lean
/-- On the unit ball `1 / r^2` is integrable, while `1 / r^4` is not. -/
theorem inverse_powers :
    IntegrableOn (fun x : E3 => (‖x‖ ^ 2)⁻¹) (ball 0 1) ∧
      ¬ IntegrableOn (fun x : E3 => (‖x‖ ^ 4)⁻¹) (ball 0 1) := by
  constructor
  · -- the volume element cancels the singularity
    refine (radial_integrable_iff (fun r => (r ^ 2)⁻¹)).2 ?_
    have h : IntegrableOn (fun _ : ℝ => (1 : ℝ)) (Ioo 0 1) :=
      (continuous_const.integrableOn_Icc).mono_set Ioo_subset_Icc_self
    refine h.congr_fun (fun r hr => ?_) measurableSet_Ioo
    have h0 : r ^ 2 ≠ 0 := pow_ne_zero 2 hr.1.ne'
    exact (mul_inv_cancel₀ h0).symm
  · -- here a factor `1 / r^2` survives on the interval `0 < r < 1`
    intro h
    have h' := (radial_integrable_iff (fun r => (r ^ 4)⁻¹)).1 h
    have h2 : IntegrableOn (fun r : ℝ => r ^ (-2 : ℝ)) (Ioo 0 1) := by
      refine h'.congr_fun (fun r hr => ?_) measurableSet_Ioo
      have h0 : r ≠ 0 := hr.1.ne'
      change r ^ 2 * (r ^ 4)⁻¹ = r ^ (-2 : ℝ)
      rw [Real.rpow_neg hr.1.le, Real.rpow_two]
      field_simp
    have h3 := (intervalIntegral.integrableOn_Ioo_rpow_iff one_pos).1 h2
    norm_num at h3
```

## (e) The square of a single component

**Task.** Show that, for each $i$ separately,
$$\int_B F_i^2\,d^3x=\infty .$$

**Solution.** Let $S$ exchange axes $i$ and $j$. It preserves lengths and volumes and maps $B$ onto itself, and $F_i(Sx)=x_j/r^3=F_j(x)$. Hence $\int_BF_i^2\,d^3x=\int_BF_j^2\,d^3x$ for all $i,j$. For $x\neq 0$ the squares add up to
$$\sum_{j}F_j^2=\frac{x_0^2+x_1^2+x_2^2}{r^6}=\frac1{r^4},$$
so $3\int_BF_i^2\,d^3x=\int_B r^{-4}\,d^3x=\infty$ by (d).

Lean argues by contradiction. If $F_i^2$ were integrable, the isometry `e` would carry integrability to every component (`hall`). The finite sum `hs` would then be integrable too, and it equals $1/r^4$, which (d) rules out.

```lean
/-- No component of the force estimator is square integrable on the unit ball. -/
theorem force_sq_not_integrable (i : Fin 3) :
    ¬ IntegrableOn (fun x => force i x ^ 2) (ball 0 1) := by
  intro h
  -- exchanging two axes carries integrability to every component
  have hall : ∀ j : Fin 3, IntegrableOn (fun x => force j x ^ 2) (ball 0 1) := by
    intro j
    let e : E3 ≃ₗᵢ[ℝ] E3 := LinearIsometryEquiv.piLpCongrLeft 2 ℝ ℝ (Equiv.swap i j)
    have hc : ∀ x : E3, (e x) i = x j := by
      intro x
      change x ((Equiv.swap i j).symm i) = x j
      simp
    have hb : e ⁻¹' ball (0 : E3) 1 = ball 0 1 := by
      ext x
      simp only [mem_preimage, mem_ball_zero_iff, e.norm_map]
    have h' := (e.measurePreserving.integrableOn_comp_preimage
      e.toHomeomorph.measurableEmbedding).2 h
    rw [hb] at h'
    refine h'.congr_fun (fun x _ => ?_) measurableSet_ball
    simp only [Function.comp_apply, force, hc, e.norm_map]
  -- the three squares add up to `1 / r^4`
  apply inverse_powers.2
  have hs : IntegrableOn (fun x => ∑ j : Fin 3, force j x ^ 2) (ball 0 1) :=
    integrable_finsetSum _ (fun j _ => hall j)
  refine hs.congr_fun (fun x _ => ?_) measurableSet_ball
  by_cases hx : x = 0
  · simp [force, hx]
  have hr : ‖x‖ ≠ 0 := norm_ne_zero_iff.mpr hx
  have hn : ∑ j : Fin 3, x j ^ 2 = ‖x‖ ^ 2 := by
    rw [EuclideanSpace.norm_sq_eq]
    simp [Real.norm_eq_abs, sq_abs]
  simp only [force, div_pow]
  rw [← Finset.sum_div, hn]
  field_simp
```

## (f) Weighting by the density

**Task.** Let $\rho$ be measurable with $0<c\le\rho\le C$ on $B$. Show that
$$\int_B|F_i|\,\rho\,d^3x<\infty,\qquad\int_BF_i^2\,\rho\,d^3x=\infty .$$

The upper bound says that the density does not itself diverge. The lower bound says that the electron is found at and around the nucleus with nonvanishing density, as in a hydrogen 1s state. Both are assumed here, not derived from a wave function.

**Solution.** From (b) and (d),
$$\int_B|F_i|\rho\,d^3x\le C\int_B\frac{d^3x}{r^2}=4\pi C .$$
From (e),
$$\int_BF_i^2\rho\,d^3x\ge c\int_BF_i^2\,d^3x=\infty .$$

Both halves of the Lean proof are comparisons through `Integrable.mono'`. The first dominates $|F_i\rho|$ by $C/r^2$. The second supposes that $F_i^2\rho$ is integrable and uses $F_i^2\le c^{-1}F_i^2\rho$ to contradict (e). Normalisation plays no part.

```lean
/-- For a measurable density with `0 < c ≤ ρ ≤ C` on the unit ball, each component of the bare
force is integrable against `ρ`, and its square is not. -/
theorem force_moments {ρ : E3 → ℝ} {c C : ℝ} (hρ : Measurable ρ) (hc : 0 < c)
    (hb : ∀ x ∈ ball (0 : E3) 1, c ≤ ρ x ∧ ρ x ≤ C) (i : Fin 3) :
    IntegrableOn (fun x => force i x * ρ x) (ball 0 1) ∧
      ¬ IntegrableOn (fun x => force i x ^ 2 * ρ x) (ball 0 1) := by
  constructor
  · refine Integrable.mono' (inverse_powers.1.mul_const C)
      ((measurable_force i).mul hρ).aestronglyMeasurable
      (ae_restrict_of_forall_mem measurableSet_ball fun x hx => ?_)
    obtain ⟨h1, h2⟩ := hb x hx
    have h0 : 0 ≤ ρ x := hc.le.trans h1
    rw [Real.norm_eq_abs, abs_mul, abs_of_nonneg h0]
    exact mul_le_mul (abs_force_le i x) h2 h0 (by positivity)
  · intro h
    apply force_sq_not_integrable i
    refine Integrable.mono' (h.const_mul c⁻¹)
      ((measurable_force i).pow_const 2).aestronglyMeasurable
      (ae_restrict_of_forall_mem measurableSet_ball fun x hx => ?_)
    rw [Real.norm_eq_abs, abs_of_nonneg (sq_nonneg _), inv_mul_eq_div, le_div_iff₀ hc]
    exact mul_le_mul_of_nonneg_left (hb x hx).1 (sq_nonneg _)
```

## (g) Mean and variance under sampling

**Task.** Suppose in addition that $\int_B\rho\,d^3x=1$. Show that the mean $\mu_i=\int_BF_i\,\rho\,d^3x$ is finite and that
$$\operatorname{Var}(F_i)=\int_B(F_i-\mu_i)^2\rho\,d^3x=\infty .$$

**Solution.** The mean is finite by the first half of (f). For the variance, $(a+b)^2\le2a^2+2b^2$ with $a=F_i-\mu_i$ and $b=\mu_i$ gives
$$F_i^2\le2(F_i-\mu_i)^2+2\mu_i^2 .$$
Integrating against $\rho$,
$$\infty=\int_BF_i^2\rho\,d^3x\le2\operatorname{Var}(F_i)+2\mu_i^2 .$$
Since $\mu_i$ is finite, the variance must be infinite.

In the statement, `IsProbabilityMeasure (walkers ρ)` is the normalisation, `Integrable` is the finite mean, and `evariance` is the variance as an extended number, with `⊤` for infinity. The step `key` shows that a function is integrable under `walkers ρ` exactly when its product with $\rho$ is integrable on $B$. Mathlib's `evariance_eq_top` then supplies the passage from a divergent second moment to an infinite variance.

```lean
/-- If positions are sampled from a normalised measurable density with `0 < c ≤ ρ ≤ C` on the
unit ball, each component of the bare force has a finite mean and infinite variance. -/
theorem finite_mean_infinite_variance {ρ : E3 → ℝ} {c C : ℝ} (hρ : Measurable ρ) (hc : 0 < c)
    (hb : ∀ x ∈ ball (0 : E3) 1, c ≤ ρ x ∧ ρ x ≤ C)
    [IsProbabilityMeasure (walkers ρ)] (i : Fin 3) :
    Integrable (force i) (walkers ρ) ∧
      ProbabilityTheory.evariance (force i) (walkers ρ) = ⊤ := by
  -- averages over walkers are integrals against `ρ`
  have key : ∀ g : E3 → ℝ, Integrable g (walkers ρ) ↔
      IntegrableOn (fun x => g x * ρ x) (ball 0 1) := by
    intro g
    unfold walkers
    rw [integrable_withDensity_iff_integrable_smul' hρ.ennreal_ofReal
      (ae_of_all _ fun x => ENNReal.ofReal_lt_top)]
    refine integrable_congr (ae_restrict_of_forall_mem measurableSet_ball fun x hx => ?_)
    have h0 : 0 ≤ ρ x := hc.le.trans (hb x hx).1
    simp only [ENNReal.toReal_ofReal h0, smul_eq_mul]
    ring
  obtain ⟨h1, h2⟩ := force_moments hρ hc hb i
  have hm : AEStronglyMeasurable (force i) (walkers ρ) :=
    (measurable_force i).aestronglyMeasurable
  refine ⟨(key _).2 h1, ProbabilityTheory.evariance_eq_top hm fun h => h2 ?_⟩
  exact (key _).1 ((memLp_two_iff_integrable_sq hm).1 h)
```

For variational Monte Carlo this means that, in the one-electron model on the ball, averaging the bare estimator over independent samples converges to the right mean, but the usual error bar $\sigma/\sqrt N$ has no finite $\sigma$ behind it. The sample variance of any run that avoids the nucleus is still a finite number, so it does not reveal the divergence by itself.

## (h) A weight that vanishes at the nucleus

**Task.** Replace $\rho$ by $r^2$, which is bounded above but has no positive lower bound on $B$. Show that
$$\int_BF_i^2\,r^2\,d^3x<\infty .$$

**Solution.** By (b), $F_i^2r^2\le r^{-4}r^2=r^{-2}$ away from the origin, and $r^{-2}$ is integrable by (d).

The value follows from the symmetry in (e):
$$\int_BF_i^2r^2\,d^3x=\frac13\int_B\frac{d^3x}{r^2}=\frac{4\pi}3 .$$
The weight is not normalised, since $\int_Br^2\,d^3x=4\pi/5$. For the normalised density $5r^2/(4\pi)$ the second moment is $5/3$. The mean is zero by reflection, so $5/3$ is also the variance. The positive lower bound in (f) therefore does real work.

Lean proves the integrability by the same domination, with the `calc` block carrying out the cancellation of powers.

```lean
/-- For the weight `r^2`, which vanishes at the nucleus, the square of each force component is
integrable on the unit ball. -/
theorem force_sq_integrable_of_node (i : Fin 3) :
    IntegrableOn (fun x => force i x ^ 2 * ‖x‖ ^ 2) (ball 0 1) := by
  refine Integrable.mono' inverse_powers.1
    (((measurable_force i).pow_const 2).mul (measurable_norm.pow_const 2)).aestronglyMeasurable
    (ae_of_all _ fun x => ?_)
  rw [Real.norm_eq_abs, abs_of_nonneg (by positivity)]
  by_cases hx : x = 0
  · simp [hx]
  have hr : ‖x‖ ≠ 0 := norm_ne_zero_iff.mpr hx
  have h : force i x ^ 2 ≤ ((‖x‖ ^ 2)⁻¹) ^ 2 := by
    rw [← sq_abs (force i x)]
    exact pow_le_pow_left₀ (abs_nonneg _) (abs_force_le i x) 2
  calc force i x ^ 2 * ‖x‖ ^ 2 ≤ ((‖x‖ ^ 2)⁻¹) ^ 2 * ‖x‖ ^ 2 :=
        mul_le_mul_of_nonneg_right h (sq_nonneg _)
    _ = (‖x‖ ^ 2)⁻¹ := by field_simp

end

end BareForceEstimator
```

## Fractional moments

The same radial count settles other powers of the force, though this extension is argued here by hand only. Write $x=rn$ with $n$ a unit vector, so that $|F_i|^p=|n_i|^p\,r^{-2p}$ for real $p>0$. The angular integral of $|n_i|^p$ is finite and positive, and the radial integrand is $r^{2-2p}$. With $\rho$ bounded as in (f), the moment $\int_B|F_i|^p\rho\,d^3x$ is finite exactly when $2-2p>-1$, that is, when $p<3/2$. The mean lies below this threshold and the second moment above it.

```lean
#print axioms BareForceEstimator.finite_mean_infinite_variance
-- 'BareForceEstimator.finite_mean_infinite_variance' depends on axioms: [propext, Classical.choice, Quot.sound]
#print axioms BareForceEstimator.force_sq_integrable_of_node
-- 'BareForceEstimator.force_sq_integrable_of_node' depends on axioms: [propext, Classical.choice, Quot.sound]
```
